# A tight-binding half chain with hopping t ≠ 0 and edge potential U has a bound state exactly when |U| > |t|

Cut a crystal and the atom at the new surface has a different environment from the atoms below it. Suppose that this only shifts its on-site energy. How large must the shift be before an electron is trapped at the surface?

Take one orbital per site $n=0,1,2,\dots$, real hopping $t$ between neighbours, real potential $U$ on site 0 and zero on-site energy elsewhere. The amplitudes $\psi_n$ at energy $E$ satisfy

$$U\psi_0+t\psi_1=E\psi_0,\qquad t\psi_n+t\psi_{n+2}=E\psi_{n+1}.$$

For $t\neq0$, a bound state (here, a Tamm state) exists exactly when $|U|>|t|$, and its energy is $U+t^2/U$. In this non-interacting, semi-infinite model, that value can test a surface Green's function code, whose isolated pole should lie there.

```lean
import Mathlib

open Filter Topology Matrix

namespace TammState

noncomputable section
```

`hamiltonian` encodes the left-hand sides, with hopping entering as $+t$.

```lean
/-- The half-chain Hamiltonian with hopping `t` between neighbouring sites and
potential `U` on the edge site `0`. -/
def hamiltonian (t U : ℝ) (ψ : ℕ → ℂ) : ℕ → ℂ
  | 0 => (U : ℂ) * ψ 0 + (t : ℂ) * ψ 1
  | n + 1 => (t : ℂ) * ψ n + (t : ℂ) * ψ (n + 2)
```

`IsBoundState` collects the three requirements on the state. Both `ψ` and `E` are complex, so a real energy is a conclusion.

```lean
/-- A bound state at energy `E`: a nonzero, square-summable solution of the
stationary Schrödinger equation on the half chain. -/
structure IsBoundState (t U : ℝ) (E : ℂ) (ψ : ℕ → ℂ) : Prop where
  nonzero : ψ ≠ 0
  summable : Summable (fun n => ‖ψ n‖ ^ 2)
  eigen : ∀ n, hamiltonian t U ψ n = E * ψ n
```

## Nonzero hopping

Physically, $t\neq0$ connects the sites. It lets us divide the bulk equation by $t$:

$$\psi_{n+2}=\frac Et\,\psi_{n+1}-\psi_n .$$

This is one step of the transfer matrix on the pair $(\psi_{n+1},\psi_n)$.

```lean
/-- The transfer matrix of one bulk site at energy `E`, for hopping `t ≠ 0`. -/
def transfer (t : ℝ) (E : ℂ) : Matrix (Fin 2) (Fin 2) ℂ :=
  !![E / (t : ℂ), -1; 1, 0]

/-- The amplitudes on two neighbouring sites, the outer site first. -/
def pair (ψ : ℕ → ℂ) (n : ℕ) : Fin 2 → ℂ := ![ψ (n + 1), ψ n]
```

The step conserves $Q(a,b)=t(a^2+b^2)-Eab$. With $a'=(E/t)a-b$,

$$Q(a',a)=ta'\left(a'-\tfrac Et a\right)+ta^2=-ta'b+ta^2=Q(a,b).$$

```lean
/-- The quadratic form `t (a² + b²) - E a b` of two neighbouring amplitudes. -/
def transferForm (t : ℝ) (E : ℂ) (v : Fin 2 → ℂ) : ℂ :=
  (t : ℂ) * (v 0 ^ 2 + v 1 ^ 2) - E * v 0 * v 1
```

`transfer_step` and `transferForm_transfer` prove these two facts, both using `ht : t ≠ 0`.

```lean
/-- For nonzero hopping, the transfer matrix carries the amplitudes of a stationary
solution one site further along the chain. -/
theorem transfer_step {t U : ℝ} {E : ℂ} {ψ : ℕ → ℂ} (ht : t ≠ 0)
    (h : ∀ n, hamiltonian t U ψ n = E * ψ n) (n : ℕ) :
    pair ψ (n + 1) = transfer t E *ᵥ pair ψ n := by
  have htc : (t : ℂ) ≠ 0 := Complex.ofReal_ne_zero.mpr ht
  have hn : (t : ℂ) * ψ n + t * ψ (n + 2) = E * ψ (n + 1) := h (n + 1)
  have key : ψ (n + 2) = E / t * ψ (n + 1) - ψ n := by
    field_simp
    linear_combination hn
  ext i
  fin_cases i
  · change ψ (n + 2) = _
    rw [key]
    simp [transfer, pair, Matrix.mulVec, dotProduct, Fin.sum_univ_succ, sub_eq_add_neg]
  · simp [transfer, pair, Matrix.mulVec, dotProduct, Fin.sum_univ_succ]

/-- For nonzero hopping, the transfer matrix preserves the quadratic form
`t (a² + b²) - E a b`. -/
theorem transferForm_transfer {t : ℝ} (ht : t ≠ 0) (E : ℂ) (v : Fin 2 → ℂ) :
    transferForm t E (transfer t E *ᵥ v) = transferForm t E v := by
  have htc : (t : ℂ) ≠ 0 := Complex.ofReal_ne_zero.mpr ht
  have h0 : (transfer t E *ᵥ v) 0 = E / t * v 0 - v 1 := by
    simp [transfer, Matrix.mulVec, dotProduct, Fin.sum_univ_succ, sub_eq_add_neg]
  have h1 : (transfer t E *ᵥ v) 1 = v 0 := by
    simp [transfer, Matrix.mulVec, dotProduct, Fin.sum_univ_succ]
  have hE : (t : ℂ) * (E / t) = E := by field_simp
  unfold transferForm
  rw [h0, h1]
  generalize E / (t : ℂ) = e at hE ⊢
  linear_combination (e * v 0 ^ 2 - 2 * v 0 * v 1) * hE
```

Without this hypothesis the equivalence fails. At $t=0$ every site is isolated, and a state on site 1 alone is bound at $E=0$ whatever $U$ is.

## Square-summability

A finite $\sum_n|\psi_n|^2$ means that the electron can be normalised, and it forces $\psi_n\to0$. In Lean, the square root of the vanishing terms $|\psi_n|^2$ gives this limit.

```lean
/-- The amplitudes of a bound state tend to zero far from the edge. -/
theorem IsBoundState.tendsto_zero {t U : ℝ} {E : ℂ} {ψ : ℕ → ℂ}
    (h : IsBoundState t U E ψ) : Tendsto ψ atTop (𝓝 0) := by
  rw [tendsto_zero_iff_norm_tendsto_zero]
  have h2 := (Real.continuous_sqrt.tendsto 0).comp h.summable.tendsto_atTop_zero
  simpa [Function.comp_def, Real.sqrt_sq] using h2
```

Hence $Q(\psi_{n+1},\psi_n)\to0$. Since $Q$ is constant along the chain, it is zero everywhere; `tendsto_nhds_unique` identifies the two limits.

```lean
/-- For nonzero hopping, the conserved quadratic form vanishes on every pair of
neighbouring amplitudes of a bound state. -/
theorem IsBoundState.transferForm_eq_zero {t U : ℝ} {E : ℂ} {ψ : ℕ → ℂ} (ht : t ≠ 0)
    (h : IsBoundState t U E ψ) (n : ℕ) : transferForm t E (pair ψ n) = 0 := by
  have hconst : ∀ n, transferForm t E (pair ψ n) = transferForm t E (pair ψ 0) := by
    intro n
    induction n with
    | zero => rfl
    | succ n ih => rw [transfer_step ht h.eigen, transferForm_transfer ht, ih]
  -- the form is constant along the chain and tends to zero
  have h0 := h.tendsto_zero
  have h1 : Tendsto (fun n => ψ (n + 1)) atTop (𝓝 0) :=
    h0.comp (tendsto_add_atTop_nat 1)
  have hl := (((h1.pow 2).add (h0.pow 2)).const_mul (t : ℂ)).sub
    ((h1.const_mul E).mul h0)
  have e : (t : ℂ) * (0 ^ 2 + 0 ^ 2) - E * 0 * 0 = 0 := by ring
  rw [e] at hl
  have hf : Tendsto (fun n => transferForm t E (pair ψ n)) atTop (𝓝 0) := hl
  rw [hconst n]
  exact tendsto_nhds_unique tendsto_const_nhds (hf.congr hconst)
```

Without square-summability, any $E$ would do: choose $\psi_0=1$ and let the equations generate the rest.

## A state that is not identically zero

The zero sequence solves the equations at every energy, so it must be excluded. If $\psi_0=0$, the edge equation gives $\psi_1=0$ and the recurrence makes every amplitude vanish. A bound state therefore has $\psi_0\neq0$.

```lean
/-- For nonzero hopping, a bound state has nonzero amplitude on the edge site. -/
theorem IsBoundState.edge_ne_zero {t U : ℝ} {E : ℂ} {ψ : ℕ → ℂ} (ht : t ≠ 0)
    (h : IsBoundState t U E ψ) : ψ 0 ≠ 0 := by
  have htc : (t : ℂ) ≠ 0 := Complex.ofReal_ne_zero.mpr ht
  intro h0
  have hb : (U : ℂ) * ψ 0 + t * ψ 1 = E * ψ 0 := h.eigen 0
  have all : ∀ n, ψ n = 0 ∧ ψ (n + 1) = 0 := by
    intro n
    induction n with
    | zero =>
      have h1 : (t : ℂ) * ψ 1 = 0 := by linear_combination hb + (E - U) * h0
      exact ⟨h0, (mul_eq_zero.mp h1).resolve_left htc⟩
    | succ n ih =>
      have hn : (t : ℂ) * ψ n + t * ψ (n + 2) = E * ψ (n + 1) := h.eigen (n + 1)
      have h2 : (t : ℂ) * ψ (n + 2) = 0 := by
        linear_combination hn + E * ih.2 - t * ih.1
      exact ⟨ih.2, (mul_eq_zero.mp h2).resolve_left htc⟩
  exact h.nonzero (funext fun n => (all n).1)
```

The edge equation reads $t\psi_1=(E-U)\psi_0$. Insert it into $tQ(\psi_1,\psi_0)=0$:

$$\psi_0^2\left[(E-U)^2+t^2-E(E-U)\right]=0,$$

so $U(E-U)=t^2$.

The Lean proof turns on `linear_combination` here. We supply multipliers for the hypotheses `hq` ($Q=0$) and `hb` (the edge equation), and the tactic checks by ring algebra that the weighted sum yields the goal. Nothing is divided by $U$, which is not yet known to be nonzero.

```lean
/-- For nonzero hopping, the energy `E` of a bound state satisfies
`U (E - U) = t²`. -/
theorem IsBoundState.energy {t U : ℝ} {E : ℂ} {ψ : ℕ → ℂ} (ht : t ≠ 0)
    (h : IsBoundState t U E ψ) : (U : ℂ) * (E - U) = (t : ℂ) ^ 2 := by
  have hb : (U : ℂ) * ψ 0 + t * ψ 1 = E * ψ 0 := h.eigen 0
  have hq : (t : ℂ) * (ψ 1 ^ 2 + ψ 0 ^ 2) - E * ψ 1 * ψ 0 = 0 :=
    h.transferForm_eq_zero ht 0
  have hz : ψ 0 ^ 2 * ((U : ℂ) * (E - U) - (t : ℂ) ^ 2) = 0 := by
    linear_combination (-(t : ℂ)) * hq + ((t : ℂ) * ψ 1 - U * ψ 0) * hb
  exact sub_eq_zero.mp
    ((mul_eq_zero.mp hz).resolve_left (pow_ne_zero 2 (h.edge_ne_zero ht)))
```

Since $t\neq0$, this relation forces $U\neq0$ and $E=U+t^2/U$. Multiplying the edge equation by $U$ gives $tU\psi_1=t^2\psi_0$, hence $U\psi_1=t\psi_0$. If $U\psi_{n+1}=t\psi_n$, the bulk equation gives

$$tU\psi_{n+2}=UE\psi_{n+1}-tU\psi_n=U(E-U)\psi_{n+1}=t^2\psi_{n+1},$$

and the relation moves on one site. Thus $\psi_n=\psi_0(t/U)^n$, unique up to a factor. The induction `hr` follows the same steps.

```lean
/-- For nonzero hopping, a bound state requires a nonzero edge potential, and its
amplitudes form the geometric sequence `ψ 0 (t/U)ⁿ`. -/
theorem IsBoundState.profile {t U : ℝ} {E : ℂ} {ψ : ℕ → ℂ} (ht : t ≠ 0)
    (h : IsBoundState t U E ψ) :
    U ≠ 0 ∧ ∀ n, ψ n = ψ 0 * ((t : ℂ) / U) ^ n := by
  have htc : (t : ℂ) ≠ 0 := Complex.ofReal_ne_zero.mpr ht
  have en := h.energy ht
  have hU : U ≠ 0 := by
    intro h0
    apply pow_ne_zero 2 htc
    rw [← en, h0]
    simp
  have hUc : (U : ℂ) ≠ 0 := Complex.ofReal_ne_zero.mpr hU
  have hb : (U : ℂ) * ψ 0 + t * ψ 1 = E * ψ 0 := h.eigen 0
  -- the second-order recurrence collapses to a first-order one
  have hr : ∀ n, (U : ℂ) * ψ (n + 1) = t * ψ n := by
    intro n
    induction n with
    | zero =>
      apply mul_left_cancel₀ htc
      linear_combination (U : ℂ) * hb + ψ 0 * en
    | succ n ih =>
      have hn : (t : ℂ) * ψ n + t * ψ (n + 2) = E * ψ (n + 1) := h.eigen (n + 1)
      apply mul_left_cancel₀ htc
      linear_combination (U : ℂ) * hn + ψ (n + 1) * en + (U : ℂ) * ih
  refine ⟨hU, fun n => ?_⟩
  induction n with
  | zero => simp
  | succ n ih =>
    have hs : ψ (n + 1) = (t : ℂ) / U * ψ n := by
      rw [div_mul_eq_mul_div, eq_div_iff hUc]
      linear_combination hr n
    rw [hs, ih, pow_succ]
    ring
```

## An edge potential stronger than the hopping

The condition $|U|>|t|$ makes the profile decay. Put $r=t/U$. Then $\sum_n|r|^{2n}=1/(1-r^2)$ is finite, and $r^0=1$ makes the state nonzero. With $E=U+tr$ the edge equation holds, and $Ur=t$ gives the bulk one:

$$(U+tr)r^{n+1}=tr^n+tr^{n+2}.$$

```lean
/-- If `|t| < |U|`, the geometric profile `(t/U)ⁿ` is a bound state at energy
`U + t²/U`. -/
theorem isBoundState_geometric {t U : ℝ} (h : |t| < |U|) :
    IsBoundState t U ((U : ℂ) + (t : ℂ) ^ 2 / U) (fun n => ((t : ℂ) / U) ^ n) := by
  have hpos : 0 < |U| := lt_of_le_of_lt (abs_nonneg t) h
  have hUc : (U : ℂ) ≠ 0 := Complex.ofReal_ne_zero.mpr (abs_pos.mp hpos)
  refine ⟨fun h0 => ?_, ?_, fun n => ?_⟩
  · have := congrFun h0 0
    simp at this
  · have hf : (fun n : ℕ => ‖((t : ℂ) / U) ^ n‖ ^ 2) =
        fun n => ((|t| / |U|) ^ 2) ^ n := by
      funext n
      rw [norm_pow, norm_div, Complex.norm_real, Complex.norm_real, Real.norm_eq_abs,
        Real.norm_eq_abs, ← pow_mul, ← pow_mul, mul_comm]
    rw [hf]
    have h0 : 0 ≤ |t| / |U| := by positivity
    have h1 : |t| / |U| < 1 := (div_lt_one hpos).mpr h
    exact summable_geometric_of_lt_one (by positivity) (by nlinarith)
  · have hr : (U : ℂ) * ((t : ℂ) / U) = t := by field_simp
    have hq : (t : ℂ) ^ 2 / U = t * ((t : ℂ) / U) := by ring
    rw [hq]
    generalize (t : ℂ) / U = r at hr ⊢
    cases n with
    | zero =>
      change (U : ℂ) * r ^ 0 + t * r ^ 1 = (U + t * r) * r ^ 0
      ring
    | succ n =>
      change (t : ℂ) * r ^ n + t * r ^ (n + 2) = (U + t * r) * r ^ (n + 1)
      linear_combination (-(r ^ n)) * hr
```

Conversely, if $|U|\le|t|$, then $|\psi_n|\ge|\psi_0|>0$ for all $n$, contradicting decay. `tamm_state_iff` combines both directions for a given complex `E`.

```lean
/-- For nonzero hopping, a bound state at the complex energy `E` exists if and only if
`|t| < |U|` and `E = U + t²/U`. -/
theorem tamm_state_iff {t : ℝ} (ht : t ≠ 0) (U : ℝ) (E : ℂ) :
    (∃ ψ, IsBoundState t U E ψ) ↔ |t| < |U| ∧ E = (U : ℂ) + (t : ℂ) ^ 2 / U := by
  constructor
  · rintro ⟨ψ, h⟩
    obtain ⟨hU, hp⟩ := h.profile ht
    have hUc : (U : ℂ) ≠ 0 := Complex.ofReal_ne_zero.mpr hU
    constructor
    · -- otherwise the amplitudes never fall below the edge amplitude
      by_contra hlt
      have hle : |U| ≤ |t| := not_lt.mp hlt
      have hge : ∀ n, ‖ψ 0‖ ≤ ‖ψ n‖ := by
        intro n
        rw [hp n, norm_mul, norm_pow, norm_div, Complex.norm_real, Complex.norm_real,
          Real.norm_eq_abs, Real.norm_eq_abs]
        exact le_mul_of_one_le_right (norm_nonneg _)
          (one_le_pow₀ ((one_le_div (abs_pos.mpr hU)).mpr hle))
      have hlim := tendsto_zero_iff_norm_tendsto_zero.mp h.tendsto_zero
      have h0 : ‖ψ 0‖ ≤ 0 := ge_of_tendsto' hlim hge
      exact h.edge_ne_zero ht (norm_le_zero_iff.mp h0)
    · have he : E - U = (t : ℂ) ^ 2 / U := by
        rw [eq_div_iff hUc]
        linear_combination h.energy ht
      linear_combination he
  · rintro ⟨h, rfl⟩
    exact ⟨_, isBoundState_geometric h⟩
```

At the threshold $|U|=|t|$ the profile has constant modulus and its energy would be $2U=\pm2|t|$, a band edge: the state has just ceased to be bound.

Real $t$ and $U$ describe a chain without gain or loss, and they make $U+t^2/U$ real. `exists_tamm_state_iff` uses this to state the criterion for real energies. With a complex $U$ the same expression is generally complex. Further orbitals, longer-range hopping and interactions are not modelled.

```lean
/-- For nonzero hopping, the half chain has a bound state at some real energy if and
only if the edge potential exceeds the hopping in absolute value. -/
theorem exists_tamm_state_iff {t : ℝ} (ht : t ≠ 0) (U : ℝ) :
    (∃ E : ℝ, ∃ ψ, IsBoundState t U (E : ℂ) ψ) ↔ |t| < |U| := by
  constructor
  · rintro ⟨E, hE⟩
    exact ((tamm_state_iff ht U E).mp hE).1
  · intro h
    refine ⟨U + t ^ 2 / U, (tamm_state_iff ht U _).mpr ⟨h, ?_⟩⟩
    push_cast
    rfl

end

end TammState
```

```lean
#print axioms TammState.exists_tamm_state_iff
```

```
'TammState.exists_tamm_state_iff' depends on axioms: [propext, Classical.choice, Quot.sound]
```
